# In a fluctuating-charge model with positive definite hardness, the polarisability along a field vanishes only if all sites have the same coordinate along it

## A flat molecule in a perpendicular field

A benzene molecule lies flat in the $xy$ plane, and I switch on a uniform electric field along $z$. In my fluctuating-charge model, where partial charges on the atoms respond to the field, nothing happens: the induced dipole along $z$ is zero. With the field in the plane I get a sensible response. A real benzene molecule does polarise perpendicular to its ring, so I first suspected my hardness parameters. Could another choice of them give a nonzero value? And can I trust the in-plane polarisability to be positive and independent of where I put the origin?

## The field moves charge only if the sites differ in height

No choice of parameters helps, as long as the hardness matrix is positive definite. The polarisability along an axis is then never negative, does not depend on the origin, and is zero exactly when all sites have the same coordinate along that axis. A flat molecule in a perpendicular field is that case. A single site above the plane would already make the value positive.

### Completing the square in the charges

Let $x_i$ be the coordinate of site $i$ along the field, $F$ the field strength and $q_i$ the induced charge. The energy is

$$E(q)=\tfrac12 q^TJq-F\,x^Tq,\qquad \sum_i q_i=0.$$

The diagonal of $J$ holds the site hardnesses, as full second derivatives of the energy (some texts include a factor ½ in the hardness), and the off-diagonal elements hold the screened Coulomb couplings. Positive definiteness says that every nonzero set of charges costs energy when there is no field.

Take at least one site and let $\mathbf 1$ be the vector of ones. Since $J^{-1}$ is also positive definite, $\mathbf 1^TJ^{-1}\mathbf 1>0$, and we can define

$$\bar x=\frac{\mathbf 1^TJ^{-1}x}{\mathbf 1^TJ^{-1}\mathbf 1},\qquad u=J^{-1}(x-\bar x\mathbf 1),\qquad \alpha=x^Tu.$$

Then $\mathbf 1^Tu=\mathbf 1^TJ^{-1}x-\bar x\,\mathbf 1^TJ^{-1}\mathbf 1=0$, so $u$ is neutral, and $Ju=x-\bar x\mathbf 1$. For every neutral $q$,

$$q^TJu=q^Tx-\bar x\,q^T\mathbf 1=x^Tq. \tag{1}$$

With $q=u$ this gives $\alpha=u^TJu\ge 0$. Using (1) and the symmetry of $J$,

$$\tfrac12(q-Fu)^TJ(q-Fu)=\tfrac12q^TJq-F\,x^Tq+\tfrac12F^2\alpha,$$

and therefore

$$E(q)=-\tfrac12\alpha F^2+\tfrac12(q-Fu)^TJ(q-Fu).$$

The last term is positive unless $q=Fu$. So $Fu$ is the only minimiser, its dipole is $x^T(Fu)=\alpha F$, and its energy is $-\tfrac12\alpha F^2$.

*Origin.* Let $x'=x+s\mathbf 1$, with $u'$ and $\alpha'$ built from $x'$. A neutral charge vector has the same dipole with $x$ and $x'$, so
$$\alpha'=x'^Tu'=x^Tu'=u'^TJu=u^TJu'=x'^Tu=x^Tu=\alpha.$$

*Zero.* If $\alpha=u^TJu=0$, then $u=0$, hence $x=\bar x\mathbf 1$ and all coordinates coincide. Conversely, if every $x_i$ equals $x_k$, then $\alpha=x_k\sum_iu_i=0$.

*Two sites.* Let the hardnesses be $a$ and $c$ and the coupling $b$. Neutrality gives $u=(u_0,-u_0)$. Putting $q=(1,-1)$ in (1) yields $(a+c-2b)\,u_0=x_0-x_1$, so
$$\alpha=(x_0-x_1)u_0=\frac{(x_0-x_1)^2}{a+c-2b}.$$
The denominator is the self-energy form $q^TJq$ of that same $q$, and so is positive.

### What the Lean statement says

The sites form a finite type `n`, and `x : n → ℝ` holds their coordinates along the field. The symbols `⬝ᵥ` and `*ᵥ` are the dot product and the matrix–vector product. Over the reals, `J.PosDef` includes the symmetry of `J`.

`IsGroundCharge J x F q` says that `q` is neutral and that no neutral `p` has lower energy. "Ground" refers to this model energy, not to a quantum state. The definition makes no use of the explicit solution: `response` is $u$, `weightedCentre` is $\bar x$, and `polarisability` is $\alpha$. The weights in $\bar x$ can be negative, so it need not lie between the sites.

The theorem `fluctuating_charge_polarisability` assumes only `hJ : J.PosDef` and has five parts:

- for each `F` there is exactly one ground charge vector;
- its dipole is `polarisability J x * F`;
- the polarisability is nonnegative;
- adding a constant `c` (the $s$ above) to all positions leaves it unchanged;
- it is zero if and only if `x i = x j` for all `i` and `j`.

With no sites at all, every quantity is zero and the statement still holds. Two further theorems give the induction energy and the two-site formula.

Positive definiteness is assumed, not derived from a form of screening. If two sites were coupled so strongly that $a+c-2b<0$, charge would flow between them without limit; a minimum therefore requires at least that no neutral charge vector has negative self-energy.

One step leads from this energy to the usual model, which also has electronegativities $\chi_i$ and a term $\chi^Tq$. At zero field the charges $q^0$ satisfy $\chi+Jq^0=\mu\mathbf 1$ for some number $\mu$. Writing $q=q^0+\delta$ with neutral $\delta$ leaves $\tfrac12\delta^TJ\delta-F\,x^T\delta$ plus a term independent of $\delta$. The `q` in Lean is this $\delta$, and the reduction is an argument made here in prose only.

For simulations with polarisable force fields, the result describes one molecule with fixed geometry, a fixed $J$ and a uniform field, whose sites carry charges but no inducible dipoles. That last restriction is what your benzene shows: the out-of-plane response of a real molecule involves the deformation of charge around each atom, which point charges in a plane cannot represent.

```lean
import Mathlib

open Matrix

namespace FluctuatingCharge

noncomputable section

variable {n : Type*} [Fintype n] [DecidableEq n] {J : Matrix n n ℝ}

/-- Energy of the site charges `q` with hardness matrix `J` and site positions `x` along a
uniform field of strength `F`. -/
def energy (J : Matrix n n ℝ) (x : n → ℝ) (F : ℝ) (q : n → ℝ) : ℝ :=
  1 / 2 * (q ⬝ᵥ J *ᵥ q) - F * (x ⬝ᵥ q)

/-- The charges `q` are neutral in total and have the lowest energy among all neutral charges. -/
def IsGroundCharge (J : Matrix n n ℝ) (x : n → ℝ) (F : ℝ) (q : n → ℝ) : Prop :=
  ∑ i, q i = 0 ∧ ∀ p : n → ℝ, ∑ i, p i = 0 → energy J x F q ≤ energy J x F p

/-- Mean position of the sites, weighted with the inverse hardness matrix. It is meant for
positive definite `J` and at least one site, where the denominator is positive. -/
def weightedCentre (J : Matrix n n ℝ) (x : n → ℝ) : ℝ :=
  ((1 : n → ℝ) ⬝ᵥ J⁻¹ *ᵥ x) / ((1 : n → ℝ) ⬝ᵥ J⁻¹ *ᵥ (1 : n → ℝ))

/-- Charges per unit field: the inverse hardness matrix applied to the positions measured from
the weighted centre. It is meant for positive definite `J` and at least one site. -/
def response (J : Matrix n n ℝ) (x : n → ℝ) : n → ℝ :=
  J⁻¹ *ᵥ (x - weightedCentre J x • (1 : n → ℝ))

/-- Polarisability along the field: the dipole of the charges per unit field. It is meant for
positive definite `J` and at least one site. -/
def polarisability (J : Matrix n n ℝ) (x : n → ℝ) : ℝ :=
  x ⬝ᵥ response J x

omit [DecidableEq n] in
/-- For a positive definite hardness matrix, the interaction of two charge vectors is
symmetric. -/
theorem hardness_symm (hJ : J.PosDef) (a b : n → ℝ) :
    a ⬝ᵥ J *ᵥ b = b ⬝ᵥ J *ᵥ a := by
  have hT : Jᵀ = J := by
    have h := hJ.isHermitian.eq
    rwa [Matrix.conjTranspose_eq_transpose_of_trivial] at h
  calc a ⬝ᵥ J *ᵥ b = (a ᵥ* J) ⬝ᵥ b := Matrix.dotProduct_mulVec a J b
    _ = (Jᵀ *ᵥ a) ⬝ᵥ b := by rw [Matrix.mulVec_transpose]
    _ = b ⬝ᵥ J *ᵥ a := by rw [hT, dotProduct_comm]

omit [DecidableEq n] in
/-- For a positive definite hardness matrix, every nonzero charge vector has positive
self-energy. -/
theorem hardness_pos (hJ : J.PosDef) {v : n → ℝ} (hv : v ≠ 0) : 0 < v ⬝ᵥ J *ᵥ v := by
  have h := hJ.dotProduct_mulVec_pos hv
  rwa [star_trivial] at h

/-- For a positive definite hardness matrix, the charges per unit field sum to zero. -/
theorem response_neutral (hJ : J.PosDef) (x : n → ℝ) : ∑ i, response J x i = 0 := by
  rcases isEmpty_or_nonempty n with hn | hn
  · simp
  · have hne : (1 : n → ℝ) ⬝ᵥ J⁻¹ *ᵥ (1 : n → ℝ) ≠ 0 :=
      (hardness_pos hJ.inv one_ne_zero).ne'
    rw [← one_dotProduct, response, Matrix.mulVec_sub, Matrix.mulVec_smul, dotProduct_sub,
      dotProduct_smul, smul_eq_mul, weightedCentre, div_mul_cancel₀ _ hne, sub_self]

/-- For a positive definite hardness matrix, the hardness matrix turns the charges per unit
field into the positions measured from the weighted centre. -/
theorem hardness_response (hJ : J.PosDef) (x : n → ℝ) :
    J *ᵥ response J x = x - weightedCentre J x • (1 : n → ℝ) := by
  rw [response, Matrix.mulVec_mulVec, Matrix.mul_nonsing_inv _ hJ.det_pos.ne'.isUnit,
    Matrix.one_mulVec]

/-- For a positive definite hardness matrix, the dipole of any neutral charge vector is its
interaction with the charges per unit field. -/
theorem dipole_eq_interaction (hJ : J.PosDef) (x : n → ℝ) {q : n → ℝ} (hq : ∑ i, q i = 0) :
    q ⬝ᵥ J *ᵥ response J x = x ⬝ᵥ q := by
  rw [hardness_response hJ, dotProduct_sub, dotProduct_smul, dotProduct_one, hq, smul_zero,
    sub_zero, dotProduct_comm]

/-- For a positive definite hardness matrix, the charges of lowest energy among neutral ones
are exactly the field strength times the charges per unit field. -/
theorem isGroundCharge_iff (hJ : J.PosDef) (x : n → ℝ) (F : ℝ) (q : n → ℝ) :
    IsGroundCharge J x F q ↔ q = F • response J x := by
  have hu := response_neutral hJ x
  have hFu : ∑ i, (F • response J x) i = 0 := by
    simp only [Pi.smul_apply, smul_eq_mul, ← Finset.mul_sum, hu, mul_zero]
  -- completing the square on the neutral charges
  have gap : ∀ p : n → ℝ, ∑ i, p i = 0 → energy J x F p = energy J x F (F • response J x)
      + 1 / 2 * ((p - F • response J x) ⬝ᵥ J *ᵥ (p - F • response J x)) := by
    intro p hp
    have h1 := dipole_eq_interaction hJ x hp
    have h2 := hardness_symm hJ (response J x) p
    have h3 := dipole_eq_interaction hJ x hu
    simp only [energy, Matrix.mulVec_sub, Matrix.mulVec_smul, dotProduct_sub, sub_dotProduct,
      dotProduct_smul, smul_dotProduct, smul_eq_mul]
    linear_combination F * h1 + F / 2 * h2 - F ^ 2 * h3
  constructor
  · rintro ⟨hq, hmin⟩
    by_contra hne
    have h1 := hardness_pos hJ (sub_ne_zero.mpr hne)
    have h2 := gap q hq
    have h3 := hmin _ hFu
    linarith
  · rintro rfl
    refine ⟨hFu, fun p hp => ?_⟩
    have h2 := gap p hp
    by_cases h : p = F • response J x
    · rw [h]
    · have h1 := hardness_pos hJ (sub_ne_zero.mpr h)
      linarith

/-- For a positive definite hardness matrix, each field has a unique neutral charge vector of
lowest energy, and its dipole is the polarisability times the field. The polarisability is
nonnegative, unchanged by a common shift of all positions, and zero exactly when all positions
coincide. -/
theorem fluctuating_charge_polarisability (hJ : J.PosDef) (x : n → ℝ) :
    (∀ F, ∃! q, IsGroundCharge J x F q) ∧
    (∀ F q, IsGroundCharge J x F q → x ⬝ᵥ q = polarisability J x * F) ∧
    0 ≤ polarisability J x ∧
    (∀ c, polarisability J (fun i => x i + c) = polarisability J x) ∧
    (polarisability J x = 0 ↔ ∀ i j, x i = x j) := by
  have hu := response_neutral hJ x
  have hself : response J x ⬝ᵥ J *ᵥ response J x = polarisability J x :=
    dipole_eq_interaction hJ x hu
  refine ⟨fun F => ?_, fun F q hq => ?_, ?_, fun c => ?_, fun h => ?_, fun h => ?_⟩
  · exact ⟨F • response J x, (isGroundCharge_iff hJ x F _).mpr rfl,
      fun q hq => (isGroundCharge_iff hJ x F q).mp hq⟩
  · rw [(isGroundCharge_iff hJ x F q).mp hq, dotProduct_smul, smul_eq_mul, polarisability,
      mul_comm]
  · rw [← hself]
    by_cases h : response J x = 0
    · simp [h]
    · exact (hardness_pos hJ h).le
  · -- the dipole of neutral charges does not depend on the origin
    have shift : ∀ q : n → ℝ, ∑ i, q i = 0 → (fun i => x i + c) ⬝ᵥ q = x ⬝ᵥ q := by
      intro q hq
      simp only [dotProduct, add_mul, Finset.sum_add_distrib, ← Finset.mul_sum, hq, mul_zero,
        add_zero]
    have hv := response_neutral hJ (fun i => x i + c)
    rw [polarisability, shift _ hv, ← dipole_eq_interaction hJ x hv, hardness_symm hJ,
      dipole_eq_interaction hJ _ hu, shift _ hu, polarisability]
  · -- no self-energy means no charges, so every site sits at the weighted centre
    have h0 : response J x = 0 := by
      by_contra hne
      have hp := hardness_pos hJ hne
      linarith
    have hx := hardness_response hJ x
    rw [h0, Matrix.mulVec_zero] at hx
    have hc : ∀ i, x i = weightedCentre J x := by
      intro i
      have hi := congrFun hx i
      simp only [Pi.zero_apply, Pi.sub_apply, Pi.smul_apply, Pi.one_apply, smul_eq_mul,
        mul_one] at hi
      linarith
    intro i j
    rw [hc i, hc j]
  · rcases isEmpty_or_nonempty n with hn | ⟨⟨k⟩⟩
    · simp [polarisability, dotProduct]
    · calc polarisability J x = ∑ i, x k * response J x i :=
            Finset.sum_congr rfl fun i _ => by rw [h i k]
        _ = 0 := by rw [← Finset.mul_sum, hu, mul_zero]

/-- For a positive definite hardness matrix, the lowest energy of neutral charges in the field
is minus one half of the polarisability times the field squared. -/
theorem induction_energy (hJ : J.PosDef) (x : n → ℝ) (F : ℝ) (q : n → ℝ)
    (hq : IsGroundCharge J x F q) :
    energy J x F q = -(1 / 2) * polarisability J x * F ^ 2 := by
  have h := dipole_eq_interaction hJ x (response_neutral hJ x)
  rw [(isGroundCharge_iff hJ x F q).mp hq]
  simp only [energy, polarisability, Matrix.mulVec_smul, dotProduct_smul, smul_dotProduct,
    smul_eq_mul]
  linear_combination F ^ 2 / 2 * h

/-- Two sites with hardnesses `a` and `c` and coupling `b`, forming a positive definite matrix,
have polarisability equal to their squared separation along the field over `a + c - 2 b`. -/
theorem polarisability_two_sites {a b c : ℝ} (hJ : (!![a, b; b, c]).PosDef) (x : Fin 2 → ℝ) :
    polarisability !![a, b; b, c] x = (x 0 - x 1) ^ 2 / (a + c - 2 * b) := by
  -- probe with one unit of charge moved between the sites
  have hv : (![1, -1] : Fin 2 → ℝ) ≠ 0 := by
    intro h
    have h0 := congrFun h 0
    simp at h0
  have hD : 0 < a + c - 2 * b := by
    have h := hardness_pos hJ hv
    simp [dotProduct, Matrix.mulVec, Fin.sum_univ_two] at h
    linarith
  have hs := response_neutral hJ x
  have h := dipole_eq_interaction hJ x (q := ![1, -1]) (by simp [Fin.sum_univ_two])
  rw [polarisability, eq_div_iff hD.ne']
  generalize response !![a, b; b, c] x = u at hs h ⊢
  rw [Fin.sum_univ_two] at hs
  have hu : u 1 = -u 0 := by linarith
  simp [dotProduct, Matrix.mulVec, Fin.sum_univ_two, hu] at h
  simp only [dotProduct, Fin.sum_univ_two, hu]
  linear_combination (x 0 - x 1) * h

end

end FluctuatingCharge
```

```lean
#print axioms FluctuatingCharge.fluctuating_charge_polarisability
#print axioms FluctuatingCharge.induction_energy
#print axioms FluctuatingCharge.polarisability_two_sites
```

```
'FluctuatingCharge.fluctuating_charge_polarisability' depends on axioms: [propext, Classical.choice, Quot.sound]
'FluctuatingCharge.induction_energy' depends on axioms: [propext, Classical.choice, Quot.sound]
'FluctuatingCharge.polarisability_two_sites' depends on axioms: [propext, Classical.choice, Quot.sound]
```

### From equation (1) to the five parts

`hardness_symm` and `hardness_pos` extract the two properties of $J$ that the derivation uses. `response_neutral` is $\mathbf 1^Tu=0$, and `hardness_response` is $Ju=x-\bar x\mathbf 1$, where the positive determinant makes $J$ invertible. `dipole_eq_interaction` is equation (1).

`isGroundCharge_iff` identifies the minimiser. Its inner statement `gap` is the completed square. In one direction, a ground charge vector different from $Fu$ would lie strictly above $Fu$ in energy, contradicting its minimality. In the other, every neutral `p` is either $Fu$ itself or strictly higher.

The main theorem then reads off existence, uniqueness and the dipole. Nonnegativity comes from `hself`, which is $\alpha=u^TJu$. The rewrite chain for the shift follows the chain of equalities for $\alpha'$ above, and the last two cases are the two directions of the zero criterion. `induction_energy` inserts $q=Fu$ into the energy, and `polarisability_two_sites` applies equation (1) to the charges $(1,-1)$.

### How `linear_combination` completes the square

In `gap`, the `simp only` call multiplies out all products. What remains is an identity between real numbers such as $p^TJu$, $u^TJp$, $u^TJu$, $x^Tp$ and $x^Tu$. Ordinary algebra treats these as unrelated unknowns, so the identity is not true by algebra alone. Three facts connect them:

- `h1`: $p^TJu=x^Tp$;
- `h2`: $u^TJp=p^TJu$;
- `h3`: $u^TJu=x^Tu$.

The line `linear_combination F * h1 + F / 2 * h2 - F ^ 2 * h3` states how much of each is needed. Lean subtracts this combination of equations from the goal and checks that the remainder cancels as a polynomial identity. The coefficients show where the physics enters: `h1` turns the cross term into the field energy of `p`, `h2` merges the two cross terms, and `h3` accounts for the energy of the induced charges.

### Two linear solves give the polarisability

In a calculation the inverse matrix is not needed. One factorises $J$, for instance by Cholesky, and solves $Jy=x$ and $Jz=\mathbf 1$. Then

$$\bar x=\frac{\sum_iy_i}{\sum_iz_i},\qquad u=y-\bar x\,z,\qquad \alpha=x^Tu.$$

Take two sites at $x=(0,1)$ with hardnesses $2$ and $3$ and coupling $1$, in consistent units. The solves give $y=(-\tfrac15,\tfrac25)$ and $z=(\tfrac25,\tfrac15)$, so $\bar x=\tfrac13$, $u=(-\tfrac13,\tfrac13)$ and $\alpha=\tfrac13$. The two-site formula gives the same value, $1/(2+3-2)$.

For your benzene in the perpendicular field, $x$ is a multiple of $\mathbf 1$. Then $y$ is the same multiple of $z$, the subtraction leaves $u=0$, and no charge moves.
